# Pairwise commuting positive semidefinite matrices have a nonnegative loop trace

## Matrices, loops and the phase convention

Let $A_1,\dots,A_m$ be complex $n\times n$ matrices. Each is positive semidefinite: $A_k$ is Hermitian and $\langle v,A_kv\rangle\ge 0$ for every vector $v$, where $\langle u,v\rangle=\sum_i \overline{u_i}\,v_i$. Such a matrix stands for a quantum state or a measurement effect, up to normalisation. The loop trace of the ordered list is

$$T=\operatorname{tr}(A_1A_2\cdots A_m).$$

The trace closes the loop, since moving $A_1$ to the end leaves $T$ unchanged. An empty list has the identity as its product. When $T\neq0$, its phase factor is $T/|T|$.

For pure states $A_k=|u_k\rangle\langle u_k|$ with $m\ge1$,

$$T=\langle u_1|u_2\rangle\langle u_2|u_3\rangle\cdots\langle u_m|u_1\rangle .$$

Each ket appears together with its bra, so rephasing any $|u_k\rangle$ has no effect. When $T\neq0$, the angle $\varphi=-\arg T$ is the discrete Berry phase, defined modulo $2\pi$.

## Commutation as the classical condition

"Classical" here means that the matrices commute pairwise, $A_jA_k=A_kA_j$. Physically, the states and effects then share an eigenbasis and behave like nonnegative weights on a common set of outcomes.

Under this hypothesis three things hold:

1. $T$ is real and $T\ge0$.
2. If $T\ne0$, then $T/|T|=1$.
3. If positive semidefinite matrices give $\operatorname{Re}T<0$ or $\operatorname{Im}T\neq0$, some two of them do not commute.

For a single band sampled at finitely many points in a finite basis, with the loop closed by the overlap of the last state with the first as in the formula above, a nontrivial discrete Berry phase therefore requires non-commuting projectors. This is a weak requirement: projectors onto single states commute only when the states are equal up to a phase or orthogonal, so with $T\neq0$ the commuting case is a loop on which the state never changes. The Zak phase of a path across the Brillouin zone is not covered when its closing overlap uses the first state multiplied by a position-dependent phase, as it does for cell-periodic Bloch functions. For several bands, $T$ is the trace of the product of overlap matrices, whereas the total Berry phase comes from its determinant, which is not treated here.

## Why a commuting product stays positive

Take two commuting positive semidefinite matrices $A$ and $B$. Their product is Hermitian:

$$(AB)^\dagger=B^\dagger A^\dagger=BA=AB.$$

Let $ABv=\mu v$ with $v\neq0$; the eigenvalue $\mu$ is real. Apply the positivity of $A$ to the vector $Bv$:

$$0\le\langle Bv,ABv\rangle=\mu\langle Bv,v\rangle=\mu\langle v,Bv\rangle .$$

Positivity of $B$ gives $\langle v,Bv\rangle\ge0$. If $\mu$ were negative, the two inequalities would force $\langle v,Bv\rangle=0$. Writing $B=C^\dagger C$ turns this into $\|Cv\|^2=0$, so $Cv=0$ and $Bv=0$. Then $\mu v=ABv=0$, which contradicts $\mu<0$ and $v\ne0$. All eigenvalues of the Hermitian matrix $AB$ are thus nonnegative, and $AB$ is positive semidefinite.

For a longer list, use induction. The empty product is the identity, which is positive semidefinite. If the product $P$ of the later matrices is positive semidefinite, the first matrix $A$ commutes with $P$, because it can be moved past the factors one at a time. The two-matrix result then applies to $AP$.

The trace of a positive semidefinite matrix is the sum of its nonnegative eigenvalues, which proves the first claim. If $T\neq0$, then $T>0$ and $|T|=T$, which proves the second. The third is the contrapositive of the first.

## Two matrices never suffice, three can

For two positive semidefinite matrices, $T\ge0$ whether or not they commute. Write $B=\sum_j s_j^\dagger s_j$. By cyclicity,

$$\operatorname{tr}(AB)=\sum_j\operatorname{tr}(s_jAs_j^\dagger)\ge0,$$

since each $s_jAs_j^\dagger$ is positive semidefinite. For a pair, a nonnegative trace is therefore no evidence of commutation.

With three matrices the phase can be nontrivial. The spin-1/2 projectors onto spin up along $x$, $y$ and $z$ give

$$T=\tfrac12\cdot\tfrac12+\tfrac12\cdot\tfrac{i}{2}=\frac{1+i}{4},$$

because multiplying by the $z$ projector on the right keeps only the first column of the product of the other two, and the trace then picks out its upper-left entry. Hence $\arg T=\pi/4$.

Real matrices can give a negative value. For the vectors $a=(1,0)$, $b=(1,2)$ and $c=(-1,1)$, the matrices $aa^T$, $bb^T$, $cc^T$ have

$$T=(a\cdot b)(b\cdot c)(c\cdot a)=1\cdot1\cdot(-1)=-1.$$

The squared lengths are $1$, $5$ and $2$, so the corresponding normalised projectors give $-1/10$, with the same phase factor $-1$.

## The statement in Lean

The index type `n` is finite and may be empty. A loop is a `List (Matrix n n ℂ)`, which preserves order and allows repetitions, and `loopTrace L` is the trace of `L.prod`. The hypothesis `hpos` says that every member satisfies `PosSemidef`; unit trace is not required. The hypothesis `hcomm` says that any two members commute.

`loopTrace_nonneg_of_commute` states the first claim as a nonnegative real part and a zero imaginary part. `phase_factor_eq_one` adds the assumption `h0` that the trace is nonzero, without which there is no phase. `exists_noncommuting_pair` drops `hcomm` and assumes instead, as `h`, that the trace has a negative real part or a nonzero imaginary part. It concludes that a non-commuting pair exists in the list, without saying which pair it is. Infinite-dimensional operators and the limit of a continuous path are not covered.

## Diagonal matrices as an alternative model

A classical state could also be modelled as a diagonal matrix with nonnegative entries in one fixed basis. The loop trace would then be a sum of products of nonnegative numbers, and the first claim would be immediate. The price is dependence on the basis: the $x$ projector and its sum with the identity commute, yet neither is diagonal in the $z$ basis. Reaching such pairs from the diagonal model would require simultaneous diagonalisation, which the commutation hypothesis avoids.

## The Lean source

```lean
import Mathlib

open Matrix
open scoped ComplexOrder

namespace ClassicalLoopPhase

noncomputable section

variable {n : Type*} [Fintype n] [DecidableEq n]

/-- The trace of the ordered product of a list of matrices. -/
def loopTrace (L : List (Matrix n n ℂ)) : ℂ := L.prod.trace

/-- The product of two commuting positive semidefinite matrices is positive semidefinite. -/
theorem posSemidef_mul_of_commute {A B : Matrix n n ℂ} (hA : A.PosSemidef)
    (hB : B.PosSemidef) (h : A * B = B * A) : (A * B).PosSemidef := by
  have hH : (A * B).IsHermitian := by
    rw [Matrix.IsHermitian, Matrix.conjTranspose_mul, hA.isHermitian.eq,
      hB.isHermitian.eq, h]
  rw [hH.posSemidef_iff_eigenvalues_nonneg]
  intro i
  change 0 ≤ hH.eigenvalues i
  by_contra hneg
  have hμ : hH.eigenvalues i < 0 := lt_of_not_ge hneg
  obtain ⟨v, hv, hv0⟩ : ∃ v : n → ℂ,
      (A * B) *ᵥ v = hH.eigenvalues i • v ∧ v ≠ 0 := by
    refine ⟨(hH.eigenvectorBasis i).ofLp, hH.mulVec_eigenvectorBasis i, ?_⟩
    intro h0
    apply hH.eigenvectorBasis.orthonormal.ne_zero i
    ext k
    exact congrFun h0 k
  -- positivity of `A` on the vector `B v` bounds the eigenvalue times `⟨v, B v⟩`
  have hq := hB.dotProduct_mulVec_nonneg v
  have hp := hA.dotProduct_mulVec_nonneg (B *ᵥ v)
  rw [Matrix.mulVec_mulVec, hv, dotProduct_smul, Matrix.star_mulVec, hB.isHermitian.eq,
    ← Matrix.dotProduct_mulVec, Complex.real_smul] at hp
  rw [Complex.nonneg_iff] at hp hq
  have hp1 := hp.1
  rw [Complex.re_ofReal_mul] at hp1
  have hre : (star v ⬝ᵥ B *ᵥ v).re = 0 := le_antisymm (by nlinarith [hq.1]) hq.1
  have hq0 : star v ⬝ᵥ B *ᵥ v = 0 := Complex.ext hre hq.2.symm
  -- hence `B v = 0`, which contradicts a negative eigenvalue
  have hBv : B *ᵥ v = 0 := (hB.dotProduct_mulVec_zero_iff v).1 hq0
  rw [← Matrix.mulVec_mulVec, hBv, Matrix.mulVec_zero] at hv
  rcases smul_eq_zero.1 hv.symm with h1 | h1
  · exact hμ.ne h1
  · exact hv0 h1

/-- The ordered product of any finite list of pairwise commuting positive semidefinite
matrices is positive semidefinite. -/
theorem posSemidef_prod_of_commute (L : List (Matrix n n ℂ))
    (hpos : ∀ A ∈ L, A.PosSemidef) (hcomm : ∀ A ∈ L, ∀ B ∈ L, A * B = B * A) :
    L.prod.PosSemidef := by
  induction L with
  | nil =>
    rw [List.prod_nil]
    exact Matrix.PosSemidef.one
  | cons A L ih =>
    -- the first matrix commutes with the product of the others
    have key : ∀ M : List (Matrix n n ℂ), (∀ B ∈ M, Commute A B) → Commute A M.prod := by
      intro M
      induction M with
      | nil => intro _; rw [List.prod_nil]; exact Commute.one_right A
      | cons B M ihM =>
        intro hM
        rw [List.prod_cons]
        exact (hM B List.mem_cons_self).mul_right
          (ihM fun C hC => hM C (List.mem_cons_of_mem _ hC))
    rw [List.prod_cons]
    refine posSemidef_mul_of_commute (hpos A List.mem_cons_self) (ih ?_ ?_) (key L ?_)
    · exact fun B hB => hpos B (List.mem_cons_of_mem _ hB)
    · exact fun B hB C hC =>
        hcomm B (List.mem_cons_of_mem _ hB) C (List.mem_cons_of_mem _ hC)
    · exact fun B hB => hcomm A List.mem_cons_self B (List.mem_cons_of_mem _ hB)

/-- For pairwise commuting positive semidefinite matrices, the trace of the ordered product
is real and nonnegative. -/
theorem loopTrace_nonneg_of_commute (L : List (Matrix n n ℂ))
    (hpos : ∀ A ∈ L, A.PosSemidef) (hcomm : ∀ A ∈ L, ∀ B ∈ L, A * B = B * A) :
    0 ≤ (loopTrace L).re ∧ (loopTrace L).im = 0 := by
  have h : 0 ≤ loopTrace L := (posSemidef_prod_of_commute L hpos hcomm).trace_nonneg
  rw [Complex.nonneg_iff] at h
  exact ⟨h.1, h.2.symm⟩

/-- For pairwise commuting positive semidefinite matrices with nonzero loop trace, the phase
factor of the loop trace equals one. -/
theorem phase_factor_eq_one (L : List (Matrix n n ℂ))
    (hpos : ∀ A ∈ L, A.PosSemidef) (hcomm : ∀ A ∈ L, ∀ B ∈ L, A * B = B * A)
    (h0 : loopTrace L ≠ 0) : loopTrace L / (‖loopTrace L‖ : ℂ) = 1 := by
  obtain ⟨hre, him⟩ := loopTrace_nonneg_of_commute L hpos hcomm
  have hz : loopTrace L = ((loopTrace L).re : ℂ) := Complex.ext (by simp) (by simp [him])
  have hnorm : (‖loopTrace L‖ : ℂ) = loopTrace L := by
    rw [hz, Complex.norm_real, Real.norm_of_nonneg hre]
  rw [hnorm, div_self h0]

/-- If the loop trace of positive semidefinite matrices has a negative real part or a nonzero
imaginary part, then two matrices in the list do not commute. -/
theorem exists_noncommuting_pair (L : List (Matrix n n ℂ))
    (hpos : ∀ A ∈ L, A.PosSemidef)
    (h : (loopTrace L).re < 0 ∨ (loopTrace L).im ≠ 0) :
    ∃ A ∈ L, ∃ B ∈ L, A * B ≠ B * A := by
  by_contra hno
  have hcomm : ∀ A ∈ L, ∀ B ∈ L, A * B = B * A := by
    intro A hA B hB
    by_contra hAB
    exact hno ⟨A, hA, B, hB, hAB⟩
  obtain ⟨hre, him⟩ := loopTrace_nonneg_of_commute L hpos hcomm
  rcases h with h | h
  · exact not_lt_of_ge hre h
  · exact h him

/-- For any two positive semidefinite matrices, commuting or not, the loop trace is real and
nonnegative. -/
theorem loopTrace_pair_nonneg {A B : Matrix n n ℂ} (hA : A.PosSemidef)
    (hB : B.PosSemidef) : 0 ≤ (loopTrace [A, B]).re ∧ (loopTrace [A, B]).im = 0 := by
  have h : 0 ≤ (A * B).trace := by
    open scoped MatrixOrder in
    have hmem := StarOrderedRing.nonneg_iff.1 (Matrix.nonneg_iff_posSemidef.2 hB)
    clear hB
    -- `B` is a sum of terms `sᴴ s`, and each contributes the trace of `s A sᴴ`
    refine AddSubmonoid.closure_induction ?_ ?_ ?_ hmem
    · rintro _ ⟨s, rfl⟩
      have hs := (hA.mul_mul_conjTranspose_same s).trace_nonneg
      rw [Matrix.trace_mul_cycle, Matrix.trace_mul_comm] at hs
      exact hs
    · simp
    · intro X Y _ _ hX hY
      rw [Matrix.mul_add, Matrix.trace_add]
      exact add_nonneg hX hY
  rw [Complex.nonneg_iff] at h
  simpa [loopTrace] using And.intro h.1 h.2.symm

/-- The spin-1/2 projector onto spin up along x. -/
def spinX : Matrix (Fin 2) (Fin 2) ℂ := !![1/2, 1/2; 1/2, 1/2]

/-- The spin-1/2 projector onto spin up along y. -/
def spinY : Matrix (Fin 2) (Fin 2) ℂ := !![1/2, -Complex.I/2; Complex.I/2, 1/2]

/-- The spin-1/2 projector onto spin up along z. -/
def spinZ : Matrix (Fin 2) (Fin 2) ℂ := !![1, 0; 0, 0]

/-- The spin-up projectors along x, y and z are positive semidefinite, and their loop trace
is (1 + i)/4. -/
theorem spin_loop_complex :
    (∀ A ∈ [spinX, spinY, spinZ], A.PosSemidef) ∧
      loopTrace [spinX, spinY, spinZ] = (1 + Complex.I) / 4 := by
  constructor
  · -- each projector satisfies `P = Pᴴ P`
    have hx : spinX = spinXᴴ * spinX := by
      ext i j
      fin_cases i <;> fin_cases j <;> apply Complex.ext <;>
        simp [spinX, Matrix.mul_apply, Fin.sum_univ_two] <;> norm_num
    have h2 : (starRingEnd ℂ) 2 = 2 := Complex.ext (by simp) (by simp)
    have hy : spinY = spinYᴴ * spinY := by
      ext i j
      fin_cases i <;> fin_cases j <;> apply Complex.ext <;>
        simp [spinY, Matrix.mul_apply, Fin.sum_univ_two, h2] <;> norm_num
    have hz : spinZ = spinZᴴ * spinZ := by
      ext i j
      fin_cases i <;> fin_cases j <;> simp [spinZ, Matrix.mul_apply, Fin.sum_univ_two]
    intro A hA
    simp only [List.mem_cons, List.not_mem_nil, or_false] at hA
    rcases hA with rfl | rfl | rfl
    · rw [hx]; exact Matrix.posSemidef_conjTranspose_mul_self _
    · rw [hy]; exact Matrix.posSemidef_conjTranspose_mul_self _
    · rw [hz]; exact Matrix.posSemidef_conjTranspose_mul_self _
  · simp [loopTrace, spinX, spinY, spinZ, Matrix.trace_fin_two]
    ring

/-- Three real matrices of the form BᴴB, each built from a single row vector, have loop
trace -1. -/
theorem real_loop_negative :
    loopTrace [(!![1, 0; 0, 0] : Matrix (Fin 2) (Fin 2) ℂ)ᴴ * !![1, 0; 0, 0],
      (!![1, 2; 0, 0] : Matrix (Fin 2) (Fin 2) ℂ)ᴴ * !![1, 2; 0, 0],
      (!![-1, 1; 0, 0] : Matrix (Fin 2) (Fin 2) ℂ)ᴴ * !![-1, 1; 0, 0]] = -1 := by
  simp [loopTrace, Matrix.trace_fin_two, Matrix.mul_apply, Fin.sum_univ_two]
  try norm_num

/-- The spin-up projector along x and its sum with the identity are positive semidefinite and
commute. -/
theorem commuting_witness :
    spinX.PosSemidef ∧ (1 + spinX).PosSemidef ∧
      spinX * (1 + spinX) = (1 + spinX) * spinX := by
  have hx : spinX.PosSemidef := spin_loop_complex.1 spinX List.mem_cons_self
  exact ⟨hx, Matrix.PosSemidef.one.add hx, by noncomm_ring⟩

end

end ClassicalLoopPhase
```

```lean
#print axioms ClassicalLoopPhase.loopTrace_nonneg_of_commute
-- 'ClassicalLoopPhase.loopTrace_nonneg_of_commute' depends on axioms: [propext, Classical.choice, Quot.sound]
#print axioms ClassicalLoopPhase.phase_factor_eq_one
-- 'ClassicalLoopPhase.phase_factor_eq_one' depends on axioms: [propext, Classical.choice, Quot.sound]
#print axioms ClassicalLoopPhase.loopTrace_pair_nonneg
-- 'ClassicalLoopPhase.loopTrace_pair_nonneg' depends on axioms: [propext, Classical.choice, Quot.sound]
#print axioms ClassicalLoopPhase.real_loop_negative
-- 'ClassicalLoopPhase.real_loop_negative' depends on axioms: [propext, Classical.choice, Quot.sound]
```

## How the Lean proof follows the eigenvector argument

`posSemidef_mul_of_commute` carries the main argument. It first proves `hH`, that the product is Hermitian, and then reduces positivity to the sign of each eigenvalue. Assuming that eigenvalue `i` is negative, it takes the corresponding vector `v` from the eigenvector basis. The inequalities `hq` and `hp` express positivity of $B$ on $v$ and of $A$ on $Bv$. The rewriting of `hp` produces $\mu\langle v,Bv\rangle$, and `nlinarith` combines the signs to show that the real part of $\langle v,Bv\rangle$ is zero. The lemma `dotProduct_mulVec_zero_iff` then gives $Bv=0$, and the last lines derive the contradiction from $\mu v=0$.

`posSemidef_prod_of_commute` is the induction over the list. Its inner statement `key`, itself proved by induction, moves the first matrix past all the others.

`loopTrace_nonneg_of_commute` takes the trace and splits the complex inequality into its real and imaginary parts. `phase_factor_eq_one` shows that the norm equals the trace and divides. `exists_noncommuting_pair` assumes that no such pair exists, recovers `hcomm`, and contradicts whichever sign condition was given.

`loopTrace_pair_nonneg` treats $B$ as a member of the set generated by sums of terms $s^\dagger s$. `closure_induction` checks a single term by cyclicity of the trace, then zero, then sums.

The two example loop traces are computed from the explicit matrix entries. `spin_loop_complex` obtains positivity from $P=P^\dagger P$ for each projector and evaluates the trace. `real_loop_negative` states only the value $-1$; positivity of its three matrices is visible from their form $B^\dagger B$. `commuting_witness` confirms that the $x$ projector and its sum with the identity satisfy the hypotheses of the commuting case.
